# Under an irreducible unitary symmetry, I/d is the only invariant trace-one matrix, and for d ≥ 2 it is not a pure state

## Can one electron in a degenerate shell be in a fully symmetric pure state?

Let a finite group $G$ act on $\mathbb C^d$, $d\ge 2$, by unitary matrices $U(g)$, and let $0$ and $\mathbb C^d$ be the only subspaces that all $U(g)$ map into themselves. I call a matrix $\rho$ invariant if $U(g)\rho U(g)^\dagger=\rho$ for every $g$. An example is the orbital state of one electron in a p shell in a cubic environment, where $d=3$ with spin left aside.

My claim is that the only invariant Hermitian matrix of trace one is $I/d$. No pure state $xx^\dagger$ would then be invariant, although the equal-weight ensemble is. I would like to see this derived rigorously and checked by machine, including what happens when a single state is averaged over the group.

## Irreducibility forces equal weights

The claim is true, and Hermiticity is not needed: $I/d$ is the only invariant trace-one matrix among all complex $d\times d$ matrices. Finiteness of $G$ matters only for the group averages.

### The derivation by hand

**Invariant matrices are scalar.** Multiply $U(g)\rho U(g)^\dagger=\rho$ on the right by $U(g)$. Since $U(g)^\dagger U(g)=I$, this gives $U(g)\rho=\rho U(g)$. The complex matrix $\rho$ has an eigenvalue $c$. If $\rho v=cv$, then
$$\rho\,U(g)v=U(g)\rho v=c\,U(g)v,$$
so the eigenspace of $c$ is mapped into itself by every $U(g)$. It is not zero, hence it is all of $\mathbb C^d$, and $\rho=cI$.

**The trace fixes the scalar.** From $1=\operatorname{tr}\rho=cd$ follows $c=1/d$. Conversely, $I/d$ has trace one and satisfies $U(g)(I/d)U(g)^\dagger=I/d$.

**No pure state is invariant.** Suppose $x\neq0$ and $xx^\dagger$ is invariant. Then $xx^\dagger=cI$, that is, $x_a\overline{x_b}=c\,\delta_{ab}$. Choose $i$ with $x_i\ne0$ and, since $d\ge2$, some $j\neq i$. The entry $(i,j)$ gives $x_j=0$, the entry $(j,j)$ then gives $c=0$, and the entry $(i,i)$ gives $|x_i|^2=0$, a contradiction.

**The equal-weight ensemble is invariant.** Let the columns of a unitary matrix $V$ be an orthonormal basis. The sum of their projectors has entries $\sum_k V_{ik}\overline{V_{jk}}=(VV^\dagger)_{ij}=\delta_{ij}$, so the mixture with weights $1/d$ is $I/d$.

**Group averages.** For finite $G$ and $\operatorname{tr}\rho=1$, put $\bar\rho=|G|^{-1}\sum_g U(g)\rho U(g)^\dagger$. Then
$$U(h)\bar\rho\,U(h)^\dagger=\frac1{|G|}\sum_g U(hg)\rho U(hg)^\dagger=\bar\rho,$$
because $g\mapsto hg$ permutes the group. Each term has trace one, so $\operatorname{tr}\bar\rho=1$ and $\bar\rho=I/d$. For a normalised $x$ and any matrix $A$,
$$(U(g)x)^\dagger A\,U(g)x=\operatorname{tr}\!\big(A\,U(g)xx^\dagger U(g)^\dagger\big),$$
and averaging over $g$ gives $\operatorname{tr}(A\,I/d)=\operatorname{tr}A/d$.

### A state of the square, averaged in numbers

Let the eight symmetries of a square act on $\mathbb C^2$, and take
$$x=\tfrac15\begin{pmatrix}3\\4\end{pmatrix},\qquad A=\begin{pmatrix}3&1\\1&1\end{pmatrix}.$$
The reflection $\operatorname{diag}(1,-1)$ changes the off-diagonal entries of $xx^\dagger$ from $12/25$ to $-12/25$, so this pure state is not invariant. Over the eight images of $x$, the expectation value of $A$ takes the values $67/25$, $33/25$, $19/25$ and $81/25$, each twice. Their mean is $2=\operatorname{tr}A/2$.

### How the Lean statements express the physics

The finite type `n` labels the basis states of the shell, and $d$ is `Fintype.card n`. The action is a homomorphism `U : G →* unitaryGroup n ℂ`. It is therefore a true representation: half-integer spin fits once $G$ is taken to be the double group, while antiunitary operations such as time reversal are not covered.

- `ActsIrreducibly U` says that every subspace preserved by all $U(g)$ is `⊥` (zero) or `⊤` (the whole space). Physically, it means that the unitary operations in $G$ alone force all states of the shell to be degenerate: no part of the degeneracy is accidental or due only to time reversal.
- `IsInvariant U ρ` is $U(g)\rho U(g)^\dagger=\rho$ for all $g$, with `ᴴ` for the adjoint.
- `pureState x` is $xx^\dagger$. Its invariance allows $x$ itself to pick up a phase, so a state that is symmetric only up to a phase is excluded too.
- `orbitAverage U ρ` is $\bar\rho$, with every group element counted once.

`invariant_trace_one_iff` states the equivalence for every non-empty `n`, so for $d\ge1$. `pureState_not_invariant` assumes `Nontrivial n`, which means $d\ge2$; at $d=1$ the matrix $I/d$ is itself a pure state. `equal_weight_ensemble` needs no irreducibility. `orbitAverage_eq` and `average_expectation` assume a finite group, and the latter takes $x$ normalised through `star x ⬝ᵥ x = 1`.

The uniqueness of $I/d$ is a property of a single finite-dimensional irreducible space. If a space splits into several irreducible parts, their relative weights are not fixed by symmetry.

```lean
import Mathlib

open Matrix

namespace SymmetricEnsemble

noncomputable section

variable {G n : Type*} [Group G] [Fintype n] [DecidableEq n]

/-- The only subspaces of the shell preserved by all symmetry operations are zero and the
whole shell. -/
def ActsIrreducibly (U : G →* unitaryGroup n ℂ) : Prop :=
  ∀ W : Submodule ℂ (n → ℂ),
    (∀ g, ∀ v ∈ W, (U g : Matrix n n ℂ) *ᵥ v ∈ W) → W = ⊥ ∨ W = ⊤

/-- The matrix `ρ` is unchanged when it is transformed by any symmetry operation. -/
def IsInvariant (U : G →* unitaryGroup n ℂ) (ρ : Matrix n n ℂ) : Prop :=
  ∀ g, (U g : Matrix n n ℂ) * ρ * (U g : Matrix n n ℂ)ᴴ = ρ

/-- The matrix `x x†` of the state vector `x`. -/
def pureState (x : n → ℂ) : Matrix n n ℂ := vecMulVec x (star x)

/-- The equal-weight average of all symmetry-transformed copies of `ρ`. -/
def orbitAverage [Fintype G] (U : G →* unitaryGroup n ℂ) (ρ : Matrix n n ℂ) :
    Matrix n n ℂ :=
  (Fintype.card G : ℂ)⁻¹ • ∑ g, (U g : Matrix n n ℂ) * ρ * (U g : Matrix n n ℂ)ᴴ

/-- Every multiple of the identity is invariant under a unitary action. -/
theorem isInvariant_smul_one (U : G →* unitaryGroup n ℂ) (c : ℂ) :
    IsInvariant U (c • (1 : Matrix n n ℂ)) := by
  intro g
  have h := mem_unitaryGroup_iff.mp (U g).2
  rw [star_eq_conjTranspose] at h
  rw [Matrix.mul_smul, Matrix.smul_mul, Matrix.mul_one, h]

/-- A matrix invariant under an irreducible unitary action is a multiple of the identity. -/
theorem scalar_of_invariant [Nonempty n] {U : G →* unitaryGroup n ℂ}
    (hU : ActsIrreducibly U) {A : Matrix n n ℂ} (hA : IsInvariant U A) :
    ∃ c : ℂ, A = c • (1 : Matrix n n ℂ) := by
  obtain ⟨c, hc⟩ := Module.End.exists_eigenvalue (Matrix.toLin' A)
  have hW : ∀ v, v ∈ Module.End.eigenspace (Matrix.toLin' A) c ↔ A *ᵥ v = c • v :=
    fun v => by rw [Module.End.mem_eigenspace_iff, Matrix.toLin'_apply]
  -- invariance means that `A` commutes with the action
  have hcomm : ∀ g, A * (U g : Matrix n n ℂ) = (U g : Matrix n n ℂ) * A := by
    intro g
    have h := mem_unitaryGroup_iff'.mp (U g).2
    rw [star_eq_conjTranspose] at h
    conv_lhs => rw [← hA g]
    rw [Matrix.mul_assoc, h, Matrix.mul_one]
  -- hence the eigenspace is an invariant subspace
  have hinv : ∀ g, ∀ v ∈ Module.End.eigenspace (Matrix.toLin' A) c,
      (U g : Matrix n n ℂ) *ᵥ v ∈ Module.End.eigenspace (Matrix.toLin' A) c := by
    intro g v hv
    rw [hW] at hv ⊢
    rw [Matrix.mulVec_mulVec, hcomm, ← Matrix.mulVec_mulVec, hv, Matrix.mulVec_smul]
  rcases hU _ hinv with h | h
  · exact absurd h hc
  · refine ⟨c, ?_⟩
    ext i j
    have hj := congrFun ((hW (Pi.single j 1)).mp (by rw [h]; exact Submodule.mem_top)) i
    simpa [Matrix.one_apply, Pi.single_apply] using hj

/-- For an irreducible unitary action on a `d`-dimensional shell, a matrix is invariant and
has trace one exactly when it is `I/d`. -/
theorem invariant_trace_one_iff [Nonempty n] {U : G →* unitaryGroup n ℂ}
    (hU : ActsIrreducibly U) (ρ : Matrix n n ℂ) :
    (IsInvariant U ρ ∧ ρ.trace = 1) ↔
      ρ = (Fintype.card n : ℂ)⁻¹ • (1 : Matrix n n ℂ) := by
  have hd : (Fintype.card n : ℂ) ≠ 0 := Nat.cast_ne_zero.mpr Fintype.card_ne_zero
  constructor
  · rintro ⟨hρ, ht⟩
    obtain ⟨c, rfl⟩ := scalar_of_invariant hU hρ
    rw [Matrix.trace_smul, Matrix.trace_one, smul_eq_mul] at ht
    rw [eq_inv_of_mul_eq_one_left ht]
  · rintro rfl
    refine ⟨isInvariant_smul_one U _, ?_⟩
    rw [Matrix.trace_smul, Matrix.trace_one, smul_eq_mul, inv_mul_cancel₀ hd]

/-- In an irreducible shell of dimension at least two, the matrix `x x†` of a nonzero state
vector is never invariant. -/
theorem pureState_not_invariant [Nontrivial n] {U : G →* unitaryGroup n ℂ}
    (hU : ActsIrreducibly U) {x : n → ℂ} (hx : x ≠ 0) :
    ¬ IsInvariant U (pureState x) := by
  intro h
  obtain ⟨c, hc⟩ := scalar_of_invariant hU h
  obtain ⟨i, hi⟩ := Function.ne_iff.mp hx
  obtain ⟨j, hj⟩ := exists_ne i
  have e : ∀ a b, x a * star (x b) = c * (1 : Matrix n n ℂ) a b :=
    fun a b => congrFun (congrFun hc a) b
  -- the off-diagonal entry removes the component `x j`, the diagonal ones then remove `x i`
  have h1 := e i j
  rw [Matrix.one_apply_ne hj.symm, mul_zero] at h1
  have hj0 : star (x j) = 0 := (mul_eq_zero.mp h1).resolve_left hi
  have h2 := e j j
  rw [hj0, mul_zero, Matrix.one_apply_eq, mul_one] at h2
  have h3 := e i i
  rw [← h2, zero_mul] at h3
  exact hi (star_eq_zero.mp ((mul_eq_zero.mp h3).resolve_left hi))

/-- The equal-weight mixture of the states of any orthonormal basis, given by the columns of
a unitary matrix `V`, is `I/d` and is invariant. -/
theorem equal_weight_ensemble (U : G →* unitaryGroup n ℂ) (V : unitaryGroup n ℂ) :
    (Fintype.card n : ℂ)⁻¹ • ∑ k, pureState (fun i => (V : Matrix n n ℂ) i k) =
        (Fintype.card n : ℂ)⁻¹ • (1 : Matrix n n ℂ) ∧
      IsInvariant U
        ((Fintype.card n : ℂ)⁻¹ • ∑ k, pureState (fun i => (V : Matrix n n ℂ) i k)) := by
  -- completeness of the basis
  have h : ∑ k, pureState (fun i => (V : Matrix n n ℂ) i k) = 1 := by
    rw [← mem_unitaryGroup_iff.mp V.2]
    ext i j
    rw [Matrix.sum_apply, Matrix.mul_apply]
    rfl
  rw [h]
  exact ⟨rfl, isInvariant_smul_one U _⟩

/-- Averaging any trace-one matrix over a finite irreducible symmetry group gives `I/d`. -/
theorem orbitAverage_eq [Fintype G] [Nonempty n] {U : G →* unitaryGroup n ℂ}
    (hU : ActsIrreducibly U) {ρ : Matrix n n ℂ} (hρ : ρ.trace = 1) :
    orbitAverage U ρ = (Fintype.card n : ℂ)⁻¹ • (1 : Matrix n n ℂ) := by
  refine (invariant_trace_one_iff hU _).mp ⟨fun h => ?_, ?_⟩
  · -- a further symmetry operation only permutes the terms of the average
    unfold orbitAverage
    rw [Matrix.mul_smul, Matrix.smul_mul, Finset.mul_sum, Finset.sum_mul]
    congr 1
    refine Fintype.sum_equiv (Equiv.mulLeft h) _ _ fun g => ?_
    have e : (U (h * g) : Matrix n n ℂ) = (U h : Matrix n n ℂ) * (U g : Matrix n n ℂ) := by
      rw [map_mul]; rfl
    rw [Equiv.coe_mulLeft, e, Matrix.conjTranspose_mul]
    simp only [Matrix.mul_assoc]
  · have ht : ∀ g, ((U g : Matrix n n ℂ) * ρ * (U g : Matrix n n ℂ)ᴴ).trace = 1 := by
      intro g
      have h := mem_unitaryGroup_iff'.mp (U g).2
      rw [star_eq_conjTranspose] at h
      rw [Matrix.trace_mul_cycle, h, Matrix.one_mul, hρ]
    have hG : (Fintype.card G : ℂ) ≠ 0 := Nat.cast_ne_zero.mpr Fintype.card_ne_zero
    unfold orbitAverage
    rw [Matrix.trace_smul, Matrix.trace_sum, Finset.sum_congr rfl fun g _ => ht g]
    simp [hG]

/-- For a finite group acting irreducibly on a `d`-dimensional shell, the expectation value of `A`,
averaged over all symmetry-transformed copies of a normalised state, is `tr A / d`. -/
theorem average_expectation [Fintype G] [Nonempty n] {U : G →* unitaryGroup n ℂ}
    (hU : ActsIrreducibly U) (A : Matrix n n ℂ) {x : n → ℂ} (hx : star x ⬝ᵥ x = 1) :
    (Fintype.card G : ℂ)⁻¹ * ∑ g, star ((U g : Matrix n n ℂ) *ᵥ x) ⬝ᵥ
      (A *ᵥ ((U g : Matrix n n ℂ) *ᵥ x)) = A.trace / Fintype.card n := by
  have key : ∀ g, star ((U g : Matrix n n ℂ) *ᵥ x) ⬝ᵥ (A *ᵥ ((U g : Matrix n n ℂ) *ᵥ x)) =
      (A * ((U g : Matrix n n ℂ) * pureState x * (U g : Matrix n n ℂ)ᴴ)).trace := by
    intro g
    rw [pureState, Matrix.mul_vecMulVec, Matrix.vecMulVec_mul, Matrix.mul_vecMulVec,
      Matrix.trace_vecMulVec, Matrix.star_mulVec, dotProduct_comm]
  have ht : (pureState x).trace = 1 := by
    rw [pureState, Matrix.trace_vecMulVec, dotProduct_comm, hx]
  have h := congrArg (fun M => (A * M).trace) (orbitAverage_eq hU ht)
  simp only [orbitAverage, Matrix.mul_smul, Matrix.trace_smul, Finset.mul_sum,
    Matrix.trace_sum, Matrix.mul_one, smul_eq_mul] at h
  simp only [key, Finset.mul_sum]
  rw [h, div_eq_inv_mul]

/-- Integer matrices of the quarter turns and reflections of a square. -/
def squareMatrix : DihedralGroup 4 → Matrix (Fin 2) (Fin 2) ℤ
  | .r i => !![(![1, 0, -1, 0] : Fin 4 → ℤ) i, -(![0, 1, 0, -1] : Fin 4 → ℤ) i;
      (![0, 1, 0, -1] : Fin 4 → ℤ) i, (![1, 0, -1, 0] : Fin 4 → ℤ) i]
  | .sr i => !![(![1, 0, -1, 0] : Fin 4 → ℤ) i, -(![0, 1, 0, -1] : Fin 4 → ℤ) i;
      -(![0, 1, 0, -1] : Fin 4 → ℤ) i, -(![1, 0, -1, 0] : Fin 4 → ℤ) i]

/-- The symmetry group of the square acting by unitary matrices on a two-dimensional shell. -/
def squareAction : DihedralGroup 4 →* unitaryGroup (Fin 2) ℂ :=
  MonoidHom.mk' (fun g => ⟨(Int.castRingHom ℂ).mapMatrix (squareMatrix g), by
    have h : squareMatrix g * (squareMatrix g)ᵀ = 1 := by
      rcases g with i | i <;> revert i <;> decide +kernel
    have hs : star ((Int.castRingHom ℂ).mapMatrix (squareMatrix g)) =
        (Int.castRingHom ℂ).mapMatrix (squareMatrix g)ᵀ := by
      ext i j
      simp [Matrix.star_apply]
    rw [mem_unitaryGroup_iff, hs, ← map_mul, h, map_one]⟩) (by
    intro a b
    have h : squareMatrix (a * b) = squareMatrix a * squareMatrix b := by
      rcases a with i | i <;> rcases b with j | j <;>
        simp only [DihedralGroup.r_mul_r, DihedralGroup.r_mul_sr, DihedralGroup.sr_mul_r,
          DihedralGroup.sr_mul_sr] <;> revert i j <;> decide +kernel
    apply Subtype.ext
    change (Int.castRingHom ℂ).mapMatrix (squareMatrix (a * b)) =
      (Int.castRingHom ℂ).mapMatrix (squareMatrix a) *
        (Int.castRingHom ℂ).mapMatrix (squareMatrix b)
    rw [h, map_mul])

/-- The symmetry group of the square acts irreducibly on its two-dimensional shell. -/
theorem squareAction_witness : ActsIrreducibly squareAction := by
  intro W hW
  have eS : (squareAction (.sr 0) : Matrix (Fin 2) (Fin 2) ℂ) = !![1, 0; 0, -1] := by
    change (Int.castRingHom ℂ).mapMatrix (squareMatrix (.sr 0)) = _
    rw [show squareMatrix (.sr 0) = !![1, 0; 0, -1] by decide +kernel]
    ext i j
    fin_cases i <;> fin_cases j <;> simp
  have eR : (squareAction (.r 1) : Matrix (Fin 2) (Fin 2) ℂ) = !![0, -1; 1, 0] := by
    change (Int.castRingHom ℂ).mapMatrix (squareMatrix (.r 1)) = _
    rw [show squareMatrix (.r 1) = !![0, -1; 1, 0] by decide +kernel]
    ext i j
    fin_cases i <;> fin_cases j <;> simp
  by_cases hb : W = ⊥
  · exact Or.inl hb
  right
  obtain ⟨v, hv, hv0⟩ := W.ne_bot_iff.mp hb
  have hS := hW (.sr 0) v hv
  rw [eS] at hS
  -- reflection isolates one component, the quarter turn produces the other
  have hp := W.add_mem hv hS
  have hm := W.sub_mem hv hS
  have hRp := hW (.r 1) _ hp
  have hRm := hW (.r 1) _ hm
  rw [eR] at hRp hRm
  rw [eq_top_iff]
  intro w _
  by_cases h0 : v 0 = 0
  · have h1 : v 1 ≠ 0 := fun h1 => hv0 (by ext i; fin_cases i <;> simp [h0, h1])
    convert W.sub_mem (W.smul_mem (w 1 / (2 * v 1)) hm)
      (W.smul_mem (w 0 / (2 * v 1)) hRm) using 1
    ext i
    fin_cases i <;> simp [dotProduct, Fin.sum_univ_two, Matrix.vecHead,
      Matrix.vecTail] <;> field_simp <;> ring
  · convert W.add_mem (W.smul_mem (w 0 / (2 * v 0)) hp)
      (W.smul_mem (w 1 / (2 * v 0)) hRp) using 1
    ext i
    fin_cases i <;> simp [dotProduct, Fin.sum_univ_two, Matrix.vecHead,
      Matrix.vecTail] <;> field_simp <;> ring

end

end SymmetricEnsemble
```

```lean
#print axioms SymmetricEnsemble.pureState_not_invariant
-- 'SymmetricEnsemble.pureState_not_invariant' depends on axioms: [propext, Classical.choice, Quot.sound]
#print axioms SymmetricEnsemble.equal_weight_ensemble
-- 'SymmetricEnsemble.equal_weight_ensemble' depends on axioms: [propext, Classical.choice, Quot.sound]
#print axioms SymmetricEnsemble.average_expectation
-- 'SymmetricEnsemble.average_expectation' depends on axioms: [propext, Classical.choice, Quot.sound]
```

### How the proofs follow the derivation

`scalar_of_invariant` is the part of Schur's lemma that deals with maps from one irreducible space to itself. `Module.End.exists_eigenvalue` supplies $c$, `hcomm` is the commutation relation, and `hinv` shows that the eigenspace is preserved. Irreducibility then leaves two cases. A zero eigenspace contradicts the choice of $c$. If the eigenspace is everything, applying $A$ to the basis vectors `Pi.single j 1` yields the entries of $cI$.

`invariant_trace_one_iff` combines this with the trace equation in one direction, and uses `isInvariant_smul_one` in the other. In `pureState_not_invariant`, the equations `h1`, `h2` and `h3` are the entries $(i,j)$, $(j,j)$ and $(i,i)$ used above. In `equal_weight_ensemble`, the completeness relation is read off from $VV^\dagger=I$.

In `orbitAverage_eq`, the relabelling $g\mapsto hg$ is `Fintype.sum_equiv (Equiv.mulLeft h)`, and cyclicity of the trace shows that each term keeps trace one. `average_expectation` first rewrites each expectation value as a trace (`key`), then multiplies the identity for $\bar\rho$ by $A$ and takes the trace.

The last part shows that the square satisfies the irreducibility hypothesis. `squareMatrix` lists the eight matrices with integer entries, so that the unitarity and multiplication rules can be decided by computation, and `squareAction` carries them over to $\mathbb C$. For `squareAction_witness`, take a nonzero $v$ in an invariant subspace and let $S$ be the reflection $\operatorname{diag}(1,-1)$. The vectors $v+Sv=(2v_0,0)$ and $v-Sv=(0,2v_1)$ lie in the subspace, and at least one is nonzero. A quarter turn sends it to a multiple of the other basis vector, so the subspace contains every $w$.

### Fractional occupations in a self-consistent calculation

In a mean-field calculation on an open-shell atom, placing one electron in a single p orbital gives a density that is not spherical. Occupying each of the three p orbitals with weight $1/3$ restores the symmetry, and within that one-electron shell the theorem leaves no other invariant density matrix. This is a statement about the whole matrix: a spherical density alone does not fix the weights, since unequal weights on the orbitals $m=1$ and $m=-1$, with $1/3$ on $m=0$, also give one. It does not say whether the symmetric ensemble or a symmetry-broken state has the lower mean-field energy.

A density matrix can also be symmetrised explicitly. With the matrices $U(g)$ in a list `ops`, this is `orbitAverage` in Python:

```python
rho_sym = sum(U @ rho @ U.conj().T for U in ops) / len(ops)
```

For a trace-one `rho` on a single irreducible shell, the result should equal $I/d$ up to rounding. A larger deviation means that the list does not contain every group element equally often, that the matrices are wrong, or that the shell is reducible.
